# Landé subtraction for the s-wave Coulomb interaction in momentum space

An electron bound to a shallow donor, or to a hole in an exciton, feels a screened attraction \(-g/r\), where \(g>0\) contains the dielectric constant. In momentum space the Wannier equation couples the amplitude at momentum \(p\) to the amplitudes at all other momenta \(q\). For an s state this coupling diverges logarithmically at \(q=p\), so a quadrature rule that samples it with the same grid for \(p\) and \(q\) meets infinite diagonal elements. Landé subtraction removes the divergence from the integrand and adds back a term that is evaluated separately. The problems below derive that term in closed form for the attraction \(-g/r\) with constant \(g\).

```lean
import Mathlib

open MeasureTheory Set Real

namespace LandeSubtraction

noncomputable section
```

With \(\hbar=1\), define for \(p,q>0\), \(p\neq q\),

\[ K(p,q)=\frac1q\,\log\left|\frac{p+q}{p-q}\right| . \]

This is `landeKernel p q`. Textbooks often use the Legendre function \(Q_0\) of \((p^2+q^2)/(2pq)\), which is \(q\,K(p,q)\).

```lean
/-- The logarithmic kernel `log |(p + q) / (p - q)| / q` of the s-wave Coulomb problem,
for momenta `p, q > 0` with `p ≠ q`. -/
def landeKernel (p q : ℝ) : ℝ := Real.log |(p + q) / (p - q)| / q
```

The Fourier transform of \(-g/r\) is \(-4\pi g/k^2\). With the measure \(d^3q/(2\pi)^3\) and the azimuthal integral \(2\pi\), the interaction acts on a spherically symmetric amplitude \(\varphi\) as

\[ C(p)=-\frac g\pi\int_0^\infty dq\,q^2\varphi(q)\int_{-1}^{1}\frac{dx}{p^2+q^2-2pqx}, \]

where \(x\) is the cosine of the angle between the momenta. In Lean, `coulombSWave g φ p` takes this formula as its definition, with real-valued \(\varphi\) and any real \(g\); the reduction from three dimensions is the step that the theorems take for granted.

```lean
/-- The s-wave matrix element of the attraction `-g/r` (with `ħ = 1`) acting on a radial momentum
amplitude `φ`, at momentum `p > 0`: the kernel `1/(p² + q² - 2pqx)` is integrated over the cosine
`x` of the angle between the momenta (for `q ≠ p`) and over the modulus `q`. -/
def coulombSWave (g : ℝ) (φ : ℝ → ℝ) (p : ℝ) : ℝ :=
  -(g / π) * ∫ q in Ioi (0 : ℝ), q ^ 2 * φ q *
    ∫ x in (-1 : ℝ)..1, 1 / (p ^ 2 + q ^ 2 - 2 * p * q * x)
```

## (a) Integrability from a nonzero value

Show that, with Lean's integral and \(c\neq0\),

\[ \int_s f(x)\,dx=c\quad\Longrightarrow\quad f\text{ is integrable on }s . \]

**Solution.** Lean assigns the value zero to the integral of a non-integrable function. A nonzero value therefore excludes non-integrability, which is the contradiction reached after `by_contra`. The set \(s\) and the function \(f\) are arbitrary.

```lean
/-- A function whose integral over a set has a nonzero value is integrable there, since Lean
assigns the value zero to the integral of a non-integrable function. -/
theorem integrableOn_of_integral_eq {f : ℝ → ℝ} {s : Set ℝ} {c : ℝ} (hc : c ≠ 0)
    (h : ∫ x in s, f x = c) : IntegrableOn f s := by
  by_contra hn
  exact hc (h.symm.trans (integral_undef hn))
```

## (b) The odd inverse squares

Show that

\[ \sum_{k=0}^\infty\frac1{(2k+1)^2}=\frac{\pi^2}{8}. \]

**Solution.** The sum over all positive integers is \(\sum 1/n^2=\pi^2/6\). The even terms are \(1/(2k)^2=\tfrac14\cdot1/k^2\) and sum to \(\pi^2/24\). The odd terms give the difference, \(\pi^2/6-\pi^2/24=\pi^2/8\).

`HasSum` states both convergence and the value. The full sum is Mathlib's `hasSum_zeta_two`, `he` is the even part, and `HasSum.even_add_odd` joins the two parts.

```lean
/-- The inverse squares of the odd positive integers sum to `π²/8`. -/
theorem hasSum_odd_inv_sq :
    HasSum (fun k : ℕ => 1 / (2 * (k : ℝ) + 1) ^ 2) (π ^ 2 / 8) := by
  have hz := hasSum_zeta_two
  -- the even terms carry a quarter of the full sum
  have he : HasSum (fun k : ℕ => 1 / ((2 * k : ℕ) : ℝ) ^ 2) (π ^ 2 / 24) := by
    have hf : (fun k : ℕ => 1 / ((2 * k : ℕ) : ℝ) ^ 2)
        = fun k : ℕ => (1 / 4 : ℝ) * (1 / (k : ℝ) ^ 2) := by
      funext k
      push_cast
      ring
    have hv : π ^ 2 / 24 = (1 / 4 : ℝ) * (π ^ 2 / 6) := by ring
    rw [hf, hv]
    exact hz.mul_left (1 / 4 : ℝ)
  have ho : Summable (fun k : ℕ => 1 / ((2 * k + 1 : ℕ) : ℝ) ^ 2) :=
    hz.summable.comp_injective (i := fun k : ℕ => 2 * k + 1) (fun a b h => by
      have h' : 2 * a + 1 = 2 * b + 1 := h
      omega)
  have h := (HasSum.even_add_odd (f := fun n : ℕ => 1 / (n : ℝ) ^ 2) he ho.hasSum).unique hz
  have hv : ∑' k : ℕ, 1 / ((2 * k + 1 : ℕ) : ℝ) ^ 2 = π ^ 2 / 8 := by linarith
  have h2 := ho.hasSum
  rw [hv] at h2
  push_cast at h2
  exact h2
```

## (c) Momenta below the singularity

Show that

\[ \int_0^1K(1,x)\,dx=\frac{\pi^2}{4}. \]

**Solution.** For \(0<x<1\),

\[ K(1,x)=\frac{\log(1+x)-\log(1-x)}{x}=\sum_{k=0}^\infty\frac{2x^{2k}}{2k+1}. \]

All terms are positive, so the sum and the integral may be interchanged. Each term integrates to \(2/(2k+1)^2\), and (b) gives \(2\cdot\pi^2/8\).

In the proof, `hI` integrates each term. The facts `hInt` and `hs` supply the conditions for termwise integration: every term is integrable, and the integrals of the absolute values are summable. The step `e` replaces the kernel by its series.

```lean
/-- At `p = 1`, the momenta below the singularity contribute `π²/4`. -/
theorem integral_below : ∫ x in Ioo (0 : ℝ) 1, landeKernel 1 x = π ^ 2 / 4 := by
  have hI : ∀ k : ℕ, ∫ x in Ioo (0 : ℝ) 1, 2 / (2 * (k : ℝ) + 1) * x ^ (2 * k)
      = 2 * (1 / (2 * (k : ℝ) + 1) ^ 2) := by
    intro k
    have hk : 2 * (k : ℝ) + 1 ≠ 0 := by positivity
    rw [← integral_Ioc_eq_integral_Ioo, ← intervalIntegral.integral_of_le zero_le_one,
      intervalIntegral.integral_const_mul, integral_pow, one_pow, zero_pow (by omega), sub_zero]
    push_cast
    field_simp
  have hInt : ∀ k : ℕ, Integrable (fun x : ℝ => 2 / (2 * (k : ℝ) + 1) * x ^ (2 * k))
      (volume.restrict (Ioo (0 : ℝ) 1)) := fun k =>
    (Continuous.integrableOn_Icc (by fun_prop)).mono_set Ioo_subset_Icc_self
  have hnorm : ∀ k : ℕ, ∫ x in Ioo (0 : ℝ) 1, ‖2 / (2 * (k : ℝ) + 1) * x ^ (2 * k)‖
      = 2 * (1 / (2 * (k : ℝ) + 1) ^ 2) := by
    intro k
    rw [← hI k]
    refine setIntegral_congr_fun measurableSet_Ioo (fun x hx => ?_)
    have hx0 : 0 < x := hx.1
    have hn : 0 ≤ 2 / (2 * (k : ℝ) + 1) * x ^ (2 * k) := by positivity
    exact Real.norm_of_nonneg hn
  have hs : Summable (fun k : ℕ =>
      ∫ x in Ioo (0 : ℝ) 1, ‖2 / (2 * (k : ℝ) + 1) * x ^ (2 * k)‖) := by
    simp only [hnorm]
    exact hasSum_odd_inv_sq.summable.mul_left 2
  -- termwise integration of the series
  have H := hasSum_integral_of_summable_integral_norm hInt hs
  simp only [hI] at H
  have h3 := H.unique (hasSum_odd_inv_sq.mul_left 2)
  have e : ∫ x in Ioo (0 : ℝ) 1, landeKernel 1 x
      = ∫ x in Ioo (0 : ℝ) 1, ∑' k : ℕ, 2 / (2 * (k : ℝ) + 1) * x ^ (2 * k) := by
    refine setIntegral_congr_fun measurableSet_Ioo (fun x hx => ?_)
    have hx0 : 0 < x := hx.1
    have hx1 : x < 1 := hx.2
    have ha : 0 < 1 + x := by linarith
    have hb : 0 < 1 - x := by linarith
    have h := (Real.hasSum_log_sub_log_of_abs_lt_one (x := x)
      (abs_lt.2 ⟨by linarith, hx1⟩)).div_const x
    have hk : landeKernel 1 x = (Real.log (1 + x) - Real.log (1 - x)) / x := by
      rw [landeKernel, abs_of_pos (div_pos ha hb), Real.log_div ha.ne' hb.ne']
    show landeKernel 1 x = ∑' k : ℕ, 2 / (2 * (k : ℝ) + 1) * x ^ (2 * k)
    rw [hk, ← h.tsum_eq]
    refine tsum_congr fun k => ?_
    have hk0 : 2 * (k : ℝ) + 1 ≠ 0 := by positivity
    rw [pow_succ]
    field_simp
  rw [e, h3]
  ring
```

## (d) Momenta above the singularity

Show that

\[ \int_1^\infty K(1,y)\,dy=\frac{\pi^2}{4}. \]

**Solution.** Put \(y=1/x\), so that \(|dy|=dx/x^2\) and \(0<x<1\). Since

\[ K(1,1/x)=x\log\left|\frac{x+1}{x-1}\right|=x^2K(1,x), \]

the factors \(x^2\) cancel and the integral becomes the one in (c).

Here `himg` shows that inversion maps \((0,1)\) onto \((1,\infty)\). The change-of-variables theorem then brings in the absolute derivative, and `h1` and `h2` rewrite the kernel.

```lean
/-- At `p = 1`, the momenta above the singularity also contribute `π²/4`. -/
theorem integral_above : ∫ x in Ioi (1 : ℝ), landeKernel 1 x = π ^ 2 / 4 := by
  have himg : (fun x : ℝ => x⁻¹) '' Ioo 0 1 = Ioi 1 := by
    ext y
    constructor
    · rintro ⟨x, hx, rfl⟩
      exact (one_lt_inv₀ hx.1).2 hx.2
    · intro hy
      have hy1 : 1 < y := hy
      exact ⟨y⁻¹, ⟨inv_pos.2 (by linarith), inv_lt_one_of_one_lt₀ hy1⟩, inv_inv y⟩
  -- substitute x → 1/x
  rw [← himg, integral_image_eq_integral_abs_deriv_smul measurableSet_Ioo
    (f' := fun x => -(x ^ 2)⁻¹)
    (fun x hx => (hasDerivAt_inv hx.1.ne').hasDerivWithinAt) inv_injective.injOn,
    ← integral_below]
  refine setIntegral_congr_fun measurableSet_Ioo (fun x hx => ?_)
  have hx0 : 0 < x := hx.1
  have h1 : 1 + x⁻¹ = (1 + x) / x := by
    rw [eq_div_iff hx0.ne', add_mul, inv_mul_cancel₀ hx0.ne']
    ring
  have h2 : 1 - x⁻¹ = -(1 - x) / x := by
    rw [eq_div_iff hx0.ne', sub_mul, inv_mul_cancel₀ hx0.ne']
    ring
  show |-(x ^ 2)⁻¹| • landeKernel 1 x⁻¹ = landeKernel 1 x
  rw [abs_neg, abs_of_pos (by positivity), smul_eq_mul, landeKernel, landeKernel, h1, h2,
    div_div_div_cancel_right₀ hx0.ne', div_neg, abs_neg]
  field_simp
```

## (e) The integral over all momenta

Show that for every \(p>0\) the function \(K(p,\cdot)\) is integrable on \((0,\infty)\), with

\[ \int_0^\infty K(p,q)\,dq=\frac{\pi^2}{2}. \]

**Solution.** By hand, integrability follows from the behaviour of \(K\): it tends to \(2/p\) as \(q\to0\), has only a logarithmic singularity at \(q=p\), and falls off as \(2p/q^2\). For the value, set \(q=px\). Then \(K(p,px)=K(1,x)/p\) and \(dq=p\,dx\), so \(p\) drops out, and (c) and (d) add up to \(\pi^2/2\).

Lean obtains integrability from (a) instead, first for the two halves at \(p=1\), which `setIntegral_union` needs in order to add them, and then for general \(p\). The scaling is `hsc`.

The hypothesis \(p>0\) can't be weakened to \(p\neq0\): for \(p=-1\) the logarithm changes sign and the integral is \(-\pi^2/2\).

```lean
/-- For every `p > 0` the kernel `log |(p + q) / (p - q)| / q` is integrable over all `q > 0`,
and its integral is `π²/2`. -/
theorem lande_integral {p : ℝ} (hp : 0 < p) :
    IntegrableOn (landeKernel p) (Ioi 0) ∧ ∫ q in Ioi (0 : ℝ), landeKernel p q = π ^ 2 / 2 := by
  have hb : ∫ x in Ioc (0 : ℝ) 1, landeKernel 1 x = π ^ 2 / 4 := by
    rw [integral_Ioc_eq_integral_Ioo, integral_below]
  have hc : π ^ 2 / 4 ≠ 0 := by positivity
  have hone : ∫ x in Ioi (0 : ℝ), landeKernel 1 x = π ^ 2 / 2 := by
    rw [← Ioc_union_Ioi_eq_Ioi (zero_le_one (α := ℝ)),
      setIntegral_union (Ioc_disjoint_Ioi le_rfl) measurableSet_Ioi
        (integrableOn_of_integral_eq hc hb) (integrableOn_of_integral_eq hc integral_above),
      hb, integral_above]
    ring
  -- the scaling q = p x removes p
  have hsc : ∀ x, landeKernel p (p * x) = p⁻¹ * landeKernel 1 x := by
    intro x
    have h : (p + p * x) / (p - p * x) = (1 + x) / (1 - x) := by
      rw [show p + p * x = p * (1 + x) by ring, show p - p * x = p * (1 - x) by ring,
        mul_div_mul_left _ _ hp.ne']
    rw [landeKernel, landeKernel, h]
    ring
  have hs := integral_comp_mul_left_Ioi (landeKernel p) 0 hp
  rw [mul_zero, smul_eq_mul] at hs
  simp only [hsc, integral_const_mul] at hs
  rw [hone] at hs
  have hv := (mul_left_cancel₀ (inv_ne_zero hp.ne') hs).symm
  exact ⟨integrableOn_of_integral_eq (by positivity) hv, hv⟩
```

## (f) The angular integral

Show that for \(p,q>0\) with \(p\neq q\) the integrand below is integrable, and

\[ \int_{-1}^{1}\frac{dx}{p^2+q^2-2pqx}=\frac{K(p,q)}{p}. \]

**Solution.** On \([-1,1]\) the denominator is at least \((p-q)^2>0\), so the integrand is continuous. An antiderivative is \(-\log(p^2+q^2-2pqx)/(2pq)\). Its endpoint values give

\[ \frac{\log(p+q)^2-\log(p-q)^2}{2pq}=\frac1{pq}\log\left|\frac{p+q}{p-q}\right| . \]

These steps are `hpos` for the denominator, `hder` for the antiderivative, and the fundamental theorem of calculus.

```lean
/-- For distinct moduli `p, q > 0` of two momenta, the Coulomb kernel `1/(p² + q² - 2pqx)` is
integrable over the cosine `x` of the angle between the momenta, from `-1` to `1`, and the integral
is the logarithmic kernel divided by `p`. -/
theorem angular_integral {p q : ℝ} (hp : 0 < p) (hq : 0 < q) (hne : p ≠ q) :
    IntervalIntegrable (fun x => 1 / (p ^ 2 + q ^ 2 - 2 * p * q * x)) volume (-1) 1 ∧
    ∫ x in (-1 : ℝ)..1, 1 / (p ^ 2 + q ^ 2 - 2 * p * q * x) = landeKernel p q / p := by
  have hsub : p - q ≠ 0 := sub_ne_zero.2 hne
  have hadd : p + q ≠ 0 := by positivity
  have hpos : ∀ x ∈ uIcc (-1 : ℝ) 1, 0 < p ^ 2 + q ^ 2 - 2 * p * q * x := by
    intro x hx
    rw [uIcc_of_le (by norm_num)] at hx
    have h1 : 0 < (p - q) ^ 2 := by positivity
    nlinarith [mul_nonneg (mul_pos hp hq).le (sub_nonneg.2 hx.2)]
  have hint : IntervalIntegrable (fun x => 1 / (p ^ 2 + q ^ 2 - 2 * p * q * x))
      volume (-1) 1 :=
    ContinuousOn.intervalIntegrable
      (ContinuousOn.div continuousOn_const (by fun_prop) (fun x hx => (hpos x hx).ne'))
  have key : ∀ d : ℝ, d ≠ 0 → -(-(2 * p * q) / d) / (2 * p * q) = 1 / d := by
    intro d hd
    field_simp
  -- the antiderivative is a logarithm
  have hder : ∀ x ∈ uIcc (-1 : ℝ) 1,
      HasDerivAt (fun y => -Real.log (p ^ 2 + q ^ 2 - 2 * p * q * y) / (2 * p * q))
        (1 / (p ^ 2 + q ^ 2 - 2 * p * q * x)) x := by
    intro x hx
    have hD : HasDerivAt (fun y => p ^ 2 + q ^ 2 - 2 * p * q * y) (-(2 * p * q)) x := by
      simpa using ((hasDerivAt_id x).const_mul (2 * p * q)).const_sub (p ^ 2 + q ^ 2)
    exact ((hD.log (hpos x hx).ne').fun_neg.div_const (2 * p * q)).congr_deriv
      (key _ (hpos x hx).ne')
  refine ⟨hint, (intervalIntegral.integral_eq_sub_of_hasDerivAt hder hint).trans ?_⟩
  show -Real.log (p ^ 2 + q ^ 2 - 2 * p * q * 1) / (2 * p * q)
    - -Real.log (p ^ 2 + q ^ 2 - 2 * p * q * (-1)) / (2 * p * q) = landeKernel p q / p
  rw [show p ^ 2 + q ^ 2 - 2 * p * q * 1 = (p - q) ^ 2 by ring,
    show p ^ 2 + q ^ 2 - 2 * p * q * (-1) = (p + q) ^ 2 by ring,
    Real.log_pow, Real.log_pow, landeKernel, Real.log_abs, Real.log_div hadd hsub]
  push_cast
  ring
```

## (g) The subtracted interaction

Let \(p>0\) and let \(q^2\varphi(q)K(p,q)\) be integrable over \(q>0\). Show that

\[ C(p)=-\frac{g}{\pi p}\int_0^\infty\bigl[q^2\varphi(q)-p^2\varphi(p)\bigr]K(p,q)\,dq-\frac{g\pi}{2}\,p\,\varphi(p). \]

**Solution.** Inserting (f) gives

\[ C(p)=-\frac g{\pi p}\int_0^\infty q^2\varphi(q)K(p,q)\,dq . \]

Write \(q^2\varphi(q)\) as the bracket plus \(p^2\varphi(p)\). By (e), the constant part contributes

\[ -\frac g{\pi p}\,p^2\varphi(p)\,\frac{\pi^2}{2}=-\frac{g\pi}{2}\,p\,\varphi(p). \]

The integrability hypothesis `hφ` says that the Coulomb term at \(p\) is finite without relying on cancellation. In the proof, `h1` inserts the angular integral everywhere except at the single point \(q=p\), which has measure zero. Then `h2` splits the subtracted integral, using `hφ` and the integrability from (e), and `key` collects the prefactors.

If \(\varphi\) is differentiable at \(p\), the bracket vanishes at least linearly there and the new integrand tends to zero, so a quadrature rule can omit the diagonal point; this last observation, like any error estimate for the quadrature, goes further than the theorem.

```lean
/-- Landé subtraction: for `p > 0` and an amplitude `φ` with `q² φ(q)` times the kernel integrable,
the s-wave Coulomb term is an integral over the difference `q² φ(q) - p² φ(p)` plus the
analytic term `-(g π / 2) p φ(p)`. -/
theorem lande_subtraction (g : ℝ) (φ : ℝ → ℝ) {p : ℝ} (hp : 0 < p)
    (hφ : IntegrableOn (fun q => q ^ 2 * φ q * landeKernel p q) (Ioi 0)) :
    coulombSWave g φ p =
      -(g / (π * p)) * (∫ q in Ioi (0 : ℝ), (q ^ 2 * φ q - p ^ 2 * φ p) * landeKernel p q)
        - g * π / 2 * p * φ p := by
  -- the angular integral may be inserted away from the single point q = p
  have h1 : ∫ q in Ioi (0 : ℝ), q ^ 2 * φ q *
      (∫ x in (-1 : ℝ)..1, 1 / (p ^ 2 + q ^ 2 - 2 * p * q * x))
      = p⁻¹ * ∫ q in Ioi (0 : ℝ), q ^ 2 * φ q * landeKernel p q := by
    rw [← integral_const_mul]
    refine setIntegral_congr_ae measurableSet_Ioi ?_
    have hae : ({p}ᶜ : Set ℝ) ∈ ae (volume : Measure ℝ) :=
      compl_mem_ae_iff.2 (measure_singleton p)
    filter_upwards [hae] with q hq hq0
    have hne : p ≠ q := fun h => hq h.symm
    rw [(angular_integral hp hq0 hne).2]
    ring
  have h2 : ∫ q in Ioi (0 : ℝ), (q ^ 2 * φ q - p ^ 2 * φ p) * landeKernel p q
      = (∫ q in Ioi (0 : ℝ), q ^ 2 * φ q * landeKernel p q) - p ^ 2 * φ p * (π ^ 2 / 2) := by
    simp only [sub_mul]
    rw [integral_sub hφ (Integrable.const_mul (lande_integral hp).1 (p ^ 2 * φ p)),
      integral_const_mul, (lande_integral hp).2]
  have key : ∀ J : ℝ, -(g / π) * (p⁻¹ * J)
      = -(g / (π * p)) * (J - p ^ 2 * φ p * (π ^ 2 / 2)) - g * π / 2 * p * φ p := by
    intro J
    have hpi : π ≠ 0 := Real.pi_ne_zero
    field_simp
    ring
  rw [coulombSWave, h1, h2]
  exact key _

end

end LandeSubtraction
```

```lean
#print axioms LandeSubtraction.lande_subtraction
-- 'LandeSubtraction.lande_subtraction' depends on axioms: [propext, Classical.choice, Quot.sound]
```
